# Time reversal and current conservation give a 2×2 transfer matrix equal transmission amplitudes from both sides

## Amplitudes, currents and indices

A coherent, spinless scatterer with one channel on each side, and with nonzero transmission from both sides, has a complex 2×2 transfer matrix $M$. It maps the left amplitudes (right-moving, left-moving) to the right amplitudes in the same order. The amplitudes are flux-normalised, so the current is the difference of their squared moduli.

Indices follow Lean: $M_{11}$ is `M 1 1`, the lower-right entry. Labels such as M22 in the code comments count rows and columns from 1 instead, so M22 is this same entry. A bar or `conj` denotes complex conjugation, and `ᴴ` the conjugate transpose.

```lean
import Mathlib

open Matrix ComplexConjugate

namespace TransferMatrixReciprocity

noncomputable section
```

The matrix $\sigma_x$ exchanges the directions of motion, and $\sigma_z$ measures current.

```lean
/-- The Pauli matrix σx, which exchanges the two directions of propagation. -/
def sigmaX : Matrix (Fin 2) (Fin 2) ℂ := !![0, 1; 1, 0]

/-- The Pauli matrix σz, which gives the current as right-moving minus left-moving flux. -/
def sigmaZ : Matrix (Fin 2) (Fin 2) ℂ := !![1, 0; 0, -1]
```

The two symmetries are properties of $M$, not derived from a Hamiltonian.

```lean
/-- Time-reversal symmetry of a transfer matrix: σx conj(M) σx = M. -/
def TimeReversal (M : Matrix (Fin 2) (Fin 2) ℂ) : Prop :=
  sigmaX * M.map (starRingEnd ℂ) * sigmaX = M

/-- Current conservation for a transfer matrix: Mᴴ σz M = σz. -/
def CurrentConserving (M : Matrix (Fin 2) (Fin 2) ℂ) : Prop :=
  Mᴴ * sigmaZ * M = sigmaZ
```

Transmission and reflection are defined by what arrives and leaves: $M(1,r)^T=(t,0)^T$ for a wave from the left, and $M(0,t')^T=(r',1)^T$ for one from the right.

```lean
/-- A unit wave arrives from the left, is reflected with amplitude `r` and transmitted
with amplitude `t`. -/
def LeftIncidence (M : Matrix (Fin 2) (Fin 2) ℂ) (r t : ℂ) : Prop :=
  M *ᵥ ![1, r] = ![t, 0]

/-- A unit wave arrives from the right, is reflected with amplitude `r'` and transmitted
with amplitude `t'`. -/
def RightIncidence (M : Matrix (Fin 2) (Fin 2) ℂ) (r' t' : ℂ) : Prop :=
  M *ᵥ ![0, t'] = ![r', 1]
```

The example is a potential $V_0\delta(x)$, with $\beta=mV_0/(\hbar^2k)$ for mass $m$ and wavenumber $k$.

```lean
/-- The transfer matrix of a delta barrier of dimensionless strength `β`. -/
def deltaBarrier (β : ℝ) : Matrix (Fin 2) (Fin 2) ℂ :=
  !![1 - Complex.I * β, -(Complex.I * β); Complex.I * β, 1 + Complex.I * β]
```

## Time reversal ties the two rows together

With a real potential and no vector potential, the conjugate of a stationary state is also a stationary state, with its directions of motion exchanged. Hence $\sigma_x\overline M\sigma_x=M$. Multiplying out the left side gives

$$M_{11}=\overline{M_{00}},\qquad M_{10}=\overline{M_{01}}.$$

The lemma proves this equivalence by comparing all four entries.

```lean
variable {M : Matrix (Fin 2) (Fin 2) ℂ}

/-- Time reversal says that the second row of the transfer matrix is the conjugate of the
first row in reversed order. -/
theorem timeReversal_iff :
    TimeReversal M ↔ M 1 1 = conj (M 0 0) ∧ M 1 0 = conj (M 0 1) := by
  have e : sigmaX * M.map (starRingEnd ℂ) * sigmaX =
      !![conj (M 1 1), conj (M 1 0); conj (M 0 1), conj (M 0 0)] := by
    ext i j
    fin_cases i <;> fin_cases j <;>
      simp [sigmaX, Matrix.mul_apply, Matrix.vecMul, dotProduct, Fin.sum_univ_two]
  unfold TimeReversal
  rw [e]
  constructor
  · intro h
    exact ⟨(congrFun (congrFun h 1) 1).symm, (congrFun (congrFun h 1) 0).symm⟩
  · rintro ⟨h1, h2⟩
    ext i j
    fin_cases i <;> fin_cases j <;> simp [h1, h2]
```

## Current conservation keeps $M_{11}$ away from zero

With no absorption or gain, the current is the same on both sides for every incoming state, so $M^\dagger\sigma_zM=\sigma_z$. In entries,

$$(M^\dagger\sigma_zM)_{ij}=\overline{M_{0i}}M_{0j}-\overline{M_{1i}}M_{1j}.$$

```lean
/-- The (i, j) entry of Mᴴ σz M is conj(M 0 i) * M 0 j - conj(M 1 i) * M 1 j. -/
theorem flux_apply (M : Matrix (Fin 2) (Fin 2) ℂ) (i j : Fin 2) :
    (Mᴴ * sigmaZ * M) i j = conj (M 0 i) * M 0 j - conj (M 1 i) * M 1 j := by
  simp [sigmaZ, Matrix.mul_apply, Fin.sum_univ_two]
  ring
```

The $(1,1)$ entry reads $|M_{01}|^2-|M_{11}|^2=-1$, so $|M_{11}|^2=1+|M_{01}|^2\ge1$. The proof supposes $M_{11}=0$ and takes real parts, which would make a sum of squares equal to $-1$.

```lean
/-- Current conservation forces the entry M22 of the transfer matrix to be nonzero. -/
theorem CurrentConserving.entry_ne_zero (h : CurrentConserving M) : M 1 1 ≠ 0 := by
  intro h0
  have h' : Mᴴ * sigmaZ * M = sigmaZ := h
  have h11 : conj (M 0 1) * M 0 1 - conj (M 1 1) * M 1 1 = -1 := by
    rw [← flux_apply M 1 1, h']; simp [sigmaZ]
  -- with M22 = 0 a squared modulus would equal -1
  rw [h0] at h11
  have hre := congrArg Complex.re h11
  simp [Complex.mul_re] at hre
  nlinarith [sq_nonneg (M 0 1).re, sq_nonneg (M 0 1).im]
```

Time reversal alone does not give equal transmission amplitudes. The matrix $M=2\cdot\mathbf 1$ satisfies time reversal and has $t=2$ and $t'=1/2$. It multiplies every current by four, so it does not describe a lossless scatterer.

## A nonzero $M_{11}$ makes both scattering problems solvable

From the left, the second row gives $M_{10}+M_{11}r=0$, so $r=-M_{10}/M_{11}$. The first row then gives

$$t=M_{00}+M_{01}r=\frac{M_{00}M_{11}-M_{01}M_{10}}{M_{11}}=\frac{\det M}{M_{11}}.$$

```lean
/-- Scattering from the left has exactly one solution when M22 ≠ 0, with r = -M21/M22 and
t = det M/M22. -/
theorem leftIncidence_iff (hd : M 1 1 ≠ 0) (r t : ℂ) :
    LeftIncidence M r t ↔ r = -M 1 0 / M 1 1 ∧ t = M.det / M 1 1 := by
  have e : M *ᵥ ![1, r] = ![M 0 0 + M 0 1 * r, M 1 0 + M 1 1 * r] := by
    ext i
    fin_cases i <;> simp [Matrix.mulVec, dotProduct, Fin.sum_univ_two]
  unfold LeftIncidence
  rw [e, eq_div_iff hd, eq_div_iff hd, Matrix.det_fin_two]
  constructor
  · intro h
    have h0 : M 0 0 + M 0 1 * r = t := congrFun h 0
    have h1 : M 1 0 + M 1 1 * r = 0 := congrFun h 1
    exact ⟨by linear_combination h1, by linear_combination M 0 1 * h1 - M 1 1 * h0⟩
  · rintro ⟨hr, ht⟩
    have h0 : M 0 0 + M 0 1 * r = t :=
      mul_right_cancel₀ hd (by linear_combination M 0 1 * hr - ht)
    have h1 : M 1 0 + M 1 1 * r = 0 := by linear_combination hr
    rw [h0, h1]
```

From the right, $M_{11}t'=1$ and $r'=M_{01}t'$, so $t'=1/M_{11}$ and $r'=M_{01}/M_{11}$. If $M_{11}$ were zero, this problem would have no solution.

```lean
/-- Scattering from the right has exactly one solution when M22 ≠ 0, with r' = M12/M22 and
t' = 1/M22. -/
theorem rightIncidence_iff (hd : M 1 1 ≠ 0) (r' t' : ℂ) :
    RightIncidence M r' t' ↔ r' = M 0 1 / M 1 1 ∧ t' = 1 / M 1 1 := by
  have e : M *ᵥ ![0, t'] = ![M 0 1 * t', M 1 1 * t'] := by
    ext i
    fin_cases i <;> simp [Matrix.mulVec, dotProduct, Fin.sum_univ_two]
  unfold RightIncidence
  rw [e, eq_div_iff hd, eq_div_iff hd]
  constructor
  · intro h
    have h0 : M 0 1 * t' = r' := congrFun h 0
    have h1 : M 1 1 * t' = 1 := congrFun h 1
    exact ⟨by linear_combination M 0 1 * h1 - M 1 1 * h0, by linear_combination h1⟩
  · rintro ⟨hr, ht⟩
    have h0 : M 0 1 * t' = r' := by linear_combination r' * ht - t' * hr
    have h1 : M 1 1 * t' = 1 := by linear_combination ht
    rw [h0, h1]
```

Both lemmas are equivalences, so each problem has exactly one solution. In the proofs, `linear_combination` carries out the elimination.

## Both symmetries together fix the determinant

The $(0,0)$ flux identity is $|M_{00}|^2-|M_{10}|^2=1$. Time reversal turns the determinant into the same expression:

$$\det M=M_{00}\overline{M_{00}}-\overline{M_{10}}M_{10}=1.$$

Therefore $t=1/M_{11}=t'$. The theorem states this for all amplitudes that satisfy the two scattering conditions.

```lean
/-- Reciprocity: with time reversal and current conservation, det M = 1, M22 ≠ 0, and the
transmission amplitudes t = det M/M22 and t' = 1/M22 from the two sides coincide. -/
theorem reciprocity (hT : TimeReversal M) (hC : CurrentConserving M) :
    M.det = 1 ∧ M 1 1 ≠ 0 ∧ ∀ r t r' t' : ℂ, LeftIncidence M r t → RightIncidence M r' t' →
      t = M.det / M 1 1 ∧ t' = 1 / M 1 1 ∧ t = t' := by
  have hd := hC.entry_ne_zero
  obtain ⟨h1, h2⟩ := timeReversal_iff.mp hT
  have h' : Mᴴ * sigmaZ * M = sigmaZ := hC
  have h00 : conj (M 0 0) * M 0 0 - conj (M 1 0) * M 1 0 = 1 := by
    rw [← flux_apply M 0 0, h']; simp [sigmaZ]
  -- time reversal turns the flux identity into the determinant
  have hdet : M.det = 1 := by
    rw [h2, Complex.conj_conj] at h00
    rw [Matrix.det_fin_two, h1, h2]
    linear_combination h00
  refine ⟨hdet, hd, fun r t r' t' hl hr => ?_⟩
  have ht := ((leftIncidence_iff hd r t).mp hl).2
  have ht' := ((rightIncidence_iff hd r' t').mp hr).2
  exact ⟨ht, ht', by rw [ht, ht', hdet]⟩
```

## Current conservation alone makes the moduli agree

Taking determinants of the conservation law gives $-|\det M|^2=-1$. Hence $|\det M|=1$ and $|t|=|t'|$.

```lean
/-- Current conservation alone makes the transmission amplitudes from the two sides equal
in modulus. -/
theorem norm_transmission_eq (hC : CurrentConserving M) {r t r' t' : ℂ}
    (hl : LeftIncidence M r t) (hr : RightIncidence M r' t') : ‖t‖ = ‖t'‖ := by
  have hd := hC.entry_ne_zero
  have h' : Mᴴ * sigmaZ * M = sigmaZ := hC
  -- the determinant of the conservation law gives |det M| = 1
  have hdet : conj M.det * M.det = 1 := by
    have h := congrArg Matrix.det h'
    rw [Matrix.det_mul, Matrix.det_mul, Matrix.det_conjTranspose] at h
    have hz : sigmaZ.det = -1 := by simp [sigmaZ, Matrix.det_fin_two]
    rw [hz] at h
    change conj M.det * -1 * M.det = -1 at h
    linear_combination -h
  have hn := congrArg norm hdet
  rw [norm_mul, RCLike.norm_conj, norm_one] at hn
  have h1 : ‖M.det‖ = 1 := by nlinarith [norm_nonneg M.det]
  rw [((leftIncidence_iff hd r t).mp hl).2, ((rightIncidence_iff hd r' t').mp hr).2,
    norm_div, norm_div, h1, norm_one]
```

For a current-conserving $M$, equal amplitudes also imply the time-reversal condition on $M$. This concerns $M$ at one energy and does not show that the Hamiltonian is time-reversal symmetric. If $t=t'$, then $\det M=1$, and the flux identities give

$$\overline{M_{00}}=\overline{M_{00}}\det M=M_{11}(|M_{00}|^2-|M_{10}|^2)=M_{11},$$

$$\overline{M_{01}}=\overline{M_{01}}\det M=M_{10}(|M_{11}|^2-|M_{01}|^2)=M_{10}.$$

```lean
/-- For a current-conserving transfer matrix, time-reversal symmetry holds exactly when the
transmission amplitudes from the two sides are equal. -/
theorem timeReversal_iff_reciprocal (hC : CurrentConserving M) {r t r' t' : ℂ}
    (hl : LeftIncidence M r t) (hr : RightIncidence M r' t') :
    TimeReversal M ↔ t = t' := by
  refine ⟨fun hT => ((reciprocity hT hC).2.2 r t r' t' hl hr).2.2, fun h => ?_⟩
  have hd := hC.entry_ne_zero
  rw [((leftIncidence_iff hd r t).mp hl).2, ((rightIncidence_iff hd r' t').mp hr).2,
    div_left_inj' hd, Matrix.det_fin_two] at h
  have h' : Mᴴ * sigmaZ * M = sigmaZ := hC
  have e := flux_apply M
  rw [h'] at e
  have h00 : 1 = conj (M 0 0) * M 0 0 - conj (M 1 0) * M 1 0 := e 0 0
  have h01 : 0 = conj (M 0 0) * M 0 1 - conj (M 1 0) * M 1 1 := e 0 1
  have h10 : 0 = conj (M 0 1) * M 0 0 - conj (M 1 1) * M 1 0 := e 1 0
  have h11 : -1 = conj (M 0 1) * M 0 1 - conj (M 1 1) * M 1 1 := e 1 1
  -- unit determinant and the flux identities fix the second row
  exact timeReversal_iff.mpr
    ⟨by linear_combination conj (M 0 0) * h + M 1 1 * h00 - M 1 0 * h01,
     by linear_combination conj (M 0 1) * h - M 1 0 * h11 + M 1 1 * h10⟩
```

The phases can differ: $M=i\cdot\mathbf 1$ conserves current but has $t=i$ and $t'=-i$. A vector potential along the wire can produce such a phase. In a single open wire a gauge transformation removes it, but it can affect interference when the wire is part of a loop enclosing magnetic flux.

```lean
/-- The transfer matrix i·1 conserves current, yet transmits with amplitude i from the left
and -i from the right. -/
theorem nonreciprocal_phase :
    CurrentConserving !![Complex.I, 0; 0, Complex.I] ∧
    LeftIncidence !![Complex.I, 0; 0, Complex.I] 0 Complex.I ∧
    RightIncidence !![Complex.I, 0; 0, Complex.I] 0 (-Complex.I) := by
  refine ⟨?_, ?_, ?_⟩
  · unfold CurrentConserving
    ext i j
    rw [flux_apply]
    fin_cases i <;> fin_cases j <;> simp [sigmaZ]
  · unfold LeftIncidence
    ext i
    fin_cases i <;> simp [Matrix.mulVec, dotProduct, Fin.sum_univ_two]
  · unfold RightIncidence
    ext i
    fin_cases i <;> simp [Matrix.mulVec, dotProduct, Fin.sum_univ_two]
```

## A delta barrier satisfies both hypotheses

For every real $\beta$, including the attractive well $\beta<0$, the matrix passes both entrywise tests.

```lean
/-- The delta barrier of any real strength is time-reversal symmetric and conserves
current. -/
theorem deltaBarrier_witness (β : ℝ) :
    TimeReversal (deltaBarrier β) ∧ CurrentConserving (deltaBarrier β) := by
  constructor
  · rw [timeReversal_iff]
    constructor <;> apply Complex.ext <;> simp [deltaBarrier]
  · unfold CurrentConserving
    ext i j
    rw [flux_apply]
    fin_cases i <;> fin_cases j <;> apply Complex.ext <;>
      simp [deltaBarrier, sigmaZ]

end

end TransferMatrixReciprocity
```

At $\beta=1$,

$$M=\begin{pmatrix}1-i&-i\\ i&1+i\end{pmatrix},\qquad \det M=2-1=1.$$

Thus $t=t'=1/(1+i)=(1-i)/2$ and $r=-i/(1+i)=-(1+i)/2$, with $|t|^2=|r|^2=1/2$.

In a single-channel, non-interacting model, $M$ can be built as a product of matrices for successive layers. If each layer has both symmetries, so does the product, and $t$ can be read off as $1/M_{11}$. In exact arithmetic $\det M=1$. In floating-point arithmetic the computed determinant can be far from 1 when the entries are large, as for a thick tunnelling region, because it is a difference of nearly equal large products. This alone does not show that $1/M_{11}$ is inaccurate.

```lean
#print axioms TransferMatrixReciprocity.norm_transmission_eq
-- 'TransferMatrixReciprocity.norm_transmission_eq' depends on axioms: [propext, Classical.choice, Quot.sound]
#print axioms TransferMatrixReciprocity.timeReversal_iff_reciprocal
-- 'TransferMatrixReciprocity.timeReversal_iff_reciprocal' depends on axioms: [propext, Classical.choice, Quot.sound]
#print axioms TransferMatrixReciprocity.nonreciprocal_phase
-- 'TransferMatrixReciprocity.nonreciprocal_phase' depends on axioms: [propext, Classical.choice, Quot.sound]
```
